# An Orthogonal Symmetry of a Smooth Potential Blocks the Hessian at Symmetric Configurations

Let $V:\mathbb R^n\to\mathbb R$ be twice continuously differentiable, and let $g$ be an orthogonal matrix with $V(gx)=V(x)$ for all $x$. The Hessian $H$, the matrix of second derivatives of $V$, then satisfies

$$H(gx)=g\,H(x)\,g^T .$$

If $gx=x$, then $H(x)$ commutes with $g$, maps each eigenspace of $g$ into itself, and has no matrix element between eigenvectors of $g$ with different eigenvalues. The point $x$ need not be stationary.

## Force constants obtained by symmetry

For a molecule, $x$ collects the Cartesian coordinates of the nuclei, and $g$ combines a rotation or reflection with a permutation of identical atoms. A vibrational code can use the identity to obtain the Hessian at a symmetry-related geometry without new energy or gradient calculations. At a symmetric geometry, it can fill in related force constants and diagonalise smaller blocks. In electronic structure, this applies to a clamped-nuclei energy surface insofar as that surface is smooth and has the assumed invariance.

## Differentiating the invariance twice

Write $DV(x)[u]$ for the derivative of $V$ at $x$ along $u$. The chain rule applied to $V(gx)=V(x)$ gives

$$DV(x)[v]=DV(gx)[gv].$$

Holding $v$ fixed and differentiating along $u$ gives

$$D^2V(x)[u,v]=D^2V(gx)[gu,gv].$$

Since $D^2V(x)[u,v]=u^TH(x)v$, this says $H(x)=g^TH(gx)g$. Multiplying by $g$ on the left and $g^T$ on the right, with $gg^T=1$, gives the identity.

Now let $gx=x$ and write $H=H(x)$. Then $H=gHg^T$, and multiplication by $g$ on the right gives $Hg=gH$. If $gv=\nu v$, then

$$g(Hv)=H(gv)=\nu Hv,$$

so $Hv$ stays in the eigenspace.

Let also $gu=\mu u$ with $\mu\ne\nu$. If $u=0$, the matrix element $u^\dagger Hv$ is zero. Otherwise, $g$ preserves the Hermitian product, so $u^\dagger u=\bar\mu\mu\,u^\dagger u$ and hence $\bar\mu\mu=1$. Similarly,

$$u^\dagger Hv=(gu)^\dagger(gHv)=\bar\mu\nu\,u^\dagger Hv.$$

A nonzero $u^\dagger Hv$ would give $\bar\mu\nu=1=\bar\mu\mu$, hence $\mu=\nu$, a contradiction.

The smallest case with a coupling to remove has two coordinates and $V(a,-b)=V(a,b)$. Here $g=\mathrm{diag}(1,-1)$ fixes the points $(a,0)$. Comparing the off-diagonal entries of $gH=Hg$ gives $H_{12}=-H_{12}$, so $H_{12}(a,0)=0$. Away from the fixed points the coupling can survive: $V=ab^2$ has $H_{12}=2b$.

```lean
import Mathlib

open Matrix
open scoped ComplexOrder

namespace InvariantPotentialHessian

noncomputable section

variable {n : Type*} [Fintype n] [DecidableEq n]

/-- The Hessian (force-constant matrix) of a potential `V` at `x`: the second derivatives of `V`
along pairs of coordinate axes, when `V` is twice differentiable at `x`. -/
def hessian (V : (n → ℝ) → ℝ) (x : n → ℝ) : Matrix n n ℝ :=
  Matrix.of fun i j => fderiv ℝ (fderiv ℝ V) x (Pi.single i 1) (Pi.single j 1)

/-- The matrix `g` acting on configurations, as a continuous linear map. -/
def action (g : Matrix n n ℝ) : (n → ℝ) →L[ℝ] (n → ℝ) :=
  LinearMap.toContinuousLinearMap g.mulVecLin

/-- Where `V` is twice differentiable, the Hessian matrix represents the second derivative:
`u · H(x) v` is the second derivative of `V` at `x` along the displacements `u` and `v`. -/
theorem dot_hessian_mulVec (V : (n → ℝ) → ℝ) (x u v : n → ℝ) :
    u ⬝ᵥ (hessian V x *ᵥ v) = fderiv ℝ (fderiv ℝ V) x u v := by
  have hw : ∀ w : n → ℝ, w = ∑ i, w i • (Pi.single i 1 : n → ℝ) := by
    intro w
    ext j
    simp [Finset.sum_apply, Pi.single_apply]
  -- a linear form is determined by its values on the coordinate axes
  have hB : ∀ (w : n → ℝ) (A : (n → ℝ) →L[ℝ] ℝ),
      A w = ∑ j, w j * A (Pi.single j 1) := by
    intro w A
    conv_lhs => rw [hw w]
    simp only [map_sum, map_smul, smul_eq_mul]
  have hC : ∀ j, fderiv ℝ (fderiv ℝ V) x u (Pi.single j 1)
      = ∑ i, u i * fderiv ℝ (fderiv ℝ V) x (Pi.single i 1) (Pi.single j 1) := fun j =>
    hB u ((ContinuousLinearMap.apply ℝ ℝ (Pi.single j 1 : n → ℝ)).comp
      (fderiv ℝ (fderiv ℝ V) x))
  rw [hB v (fderiv ℝ (fderiv ℝ V) x u)]
  simp only [hC, dotProduct, mulVec, hessian, Matrix.of_apply, Finset.mul_sum]
  rw [Finset.sum_comm]
  refine Finset.sum_congr rfl fun j _ => Finset.sum_congr rfl fun i _ => ?_
  ring

omit [DecidableEq n] in
/-- For a differentiable potential invariant under `g`, the slope at `x` along `u` equals
the slope at `g x` along `g u`. -/
theorem slope_invariant {V : (n → ℝ) → ℝ} {g : Matrix n n ℝ} (hV : Differentiable ℝ V)
    (hg : ∀ y, V (g *ᵥ y) = V y) (x u : n → ℝ) :
    fderiv ℝ V x u = fderiv ℝ V (g *ᵥ x) (g *ᵥ u) := by
  have h : HasFDerivAt (fun y => V (action g y))
      ((fderiv ℝ V (action g x)).comp (action g)) x :=
    (hV (action g x)).hasFDerivAt.comp x (action g).hasFDerivAt
  have e : (fun y => V (action g y)) = V := funext hg
  rw [e] at h
  rw [h.fderiv]
  rfl

omit [DecidableEq n] in
/-- For a twice continuously differentiable potential invariant under `g`, the second
derivative at `x` along `u`, `v` equals the one at `g x` along `g u`, `g v`. -/
theorem curvature_invariant {V : (n → ℝ) → ℝ} {g : Matrix n n ℝ} (hV : ContDiff ℝ 2 V)
    (hg : ∀ y, V (g *ᵥ y) = V y) (x u v : n → ℝ) :
    fderiv ℝ (fderiv ℝ V) x u v
      = fderiv ℝ (fderiv ℝ V) (g *ᵥ x) (g *ᵥ u) (g *ᵥ v) := by
  have hD : Differentiable ℝ (fderiv ℝ V) :=
    (hV.fderiv_right (m := 1) one_add_one_eq_two.le).differentiable (by norm_num)
  have h1 : HasFDerivAt (fun y => fderiv ℝ V y v)
      ((ContinuousLinearMap.apply ℝ ℝ v).comp (fderiv ℝ (fderiv ℝ V) x)) x :=
    (ContinuousLinearMap.apply ℝ ℝ v).hasFDerivAt.comp x (hD x).hasFDerivAt
  have h2 : HasFDerivAt (fun y => fderiv ℝ V (action g y) (g *ᵥ v))
      ((ContinuousLinearMap.apply ℝ ℝ (g *ᵥ v)).comp
        ((fderiv ℝ (fderiv ℝ V) (action g x)).comp (action g))) x :=
    (ContinuousLinearMap.apply ℝ ℝ (g *ᵥ v)).hasFDerivAt.comp x
      ((hD (action g x)).hasFDerivAt.comp x (action g).hasFDerivAt)
  -- the two functions agree by the first-order law
  have e : (fun y => fderiv ℝ V y v) = fun y => fderiv ℝ V (action g y) (g *ᵥ v) :=
    funext fun y => slope_invariant (hV.differentiable (by norm_num)) hg y v
  rw [← e] at h2
  exact DFunLike.congr_fun (h1.unique h2) u

/-- If a twice continuously differentiable potential is invariant under an orthogonal
matrix `g`, its Hessian obeys `H(g x) = g H(x) gᵀ` at every configuration `x`. -/
theorem hessian_covariant {V : (n → ℝ) → ℝ} {g : Matrix n n ℝ} (hV : ContDiff ℝ 2 V)
    (hgo : g * gᵀ = 1) (hg : ∀ y, V (g *ᵥ y) = V y) (x : n → ℝ) :
    hessian V (g *ᵥ x) = g * hessian V x * gᵀ := by
  have hc : ∀ j, g *ᵥ (Pi.single j 1 : n → ℝ) = fun k => g k j := by
    intro j
    ext k
    simp [mulVec, dotProduct, Pi.single_apply]
  -- the invariance of the second derivative in matrix form
  have h : hessian V x = gᵀ * (hessian V (g *ᵥ x) * g) := by
    ext i j
    have h := curvature_invariant hV hg x (Pi.single i 1) (Pi.single j 1)
    rw [← dot_hessian_mulVec V (g *ᵥ x), hc, hc] at h
    exact h.trans (by simp only [Matrix.mul_apply, dotProduct, mulVec, transpose_apply])
  calc hessian V (g *ᵥ x) = (g * gᵀ) * hessian V (g *ᵥ x) * (g * gᵀ) := by
        rw [hgo, Matrix.one_mul, Matrix.mul_one]
    _ = g * (gᵀ * (hessian V (g *ᵥ x) * g)) * gᵀ := by simp only [Matrix.mul_assoc]
    _ = g * hessian V x * gᵀ := by rw [← h]

/-- At a configuration fixed by the orthogonal symmetry `g` of a twice continuously
differentiable potential, the Hessian commutes with `g`. -/
theorem hessian_commutes {V : (n → ℝ) → ℝ} {g : Matrix n n ℝ} (hV : ContDiff ℝ 2 V)
    (hgo : g * gᵀ = 1) (hg : ∀ y, V (g *ᵥ y) = V y) {x : n → ℝ} (hx : g *ᵥ x = x) :
    g * hessian V x = hessian V x * g := by
  have h := hessian_covariant hV hgo hg x
  rw [hx] at h
  have hgo' : gᵀ * g = 1 := mul_eq_one_comm.mp hgo
  calc g * hessian V x = g * hessian V x * (gᵀ * g) := by rw [hgo', Matrix.mul_one]
    _ = g * hessian V x * gᵀ * g := by simp only [Matrix.mul_assoc]
    _ = hessian V x * g := by rw [← h]

/-- At a configuration fixed by the orthogonal symmetry `g` of a twice continuously
differentiable potential, the Hessian maps each complex eigenspace of `g` into itself. -/
theorem hessian_preserves_eigenspace {V : (n → ℝ) → ℝ} {g : Matrix n n ℝ}
    (hV : ContDiff ℝ 2 V) (hgo : g * gᵀ = 1) (hg : ∀ y, V (g *ᵥ y) = V y)
    {x : n → ℝ} (hx : g *ᵥ x = x) {μ : ℂ} {v : n → ℂ}
    (hv : g.map Complex.ofRealHom *ᵥ v = μ • v) :
    g.map Complex.ofRealHom *ᵥ ((hessian V x).map Complex.ofRealHom *ᵥ v)
      = μ • ((hessian V x).map Complex.ofRealHom *ᵥ v) := by
  rw [Matrix.mulVec_mulVec, ← Matrix.map_mul, hessian_commutes hV hgo hg hx,
    Matrix.map_mul, ← Matrix.mulVec_mulVec, hv, Matrix.mulVec_smul]

/-- At a configuration fixed by the orthogonal symmetry `g` of a twice continuously
differentiable potential, the force constant between eigenvectors of `g` with different
eigenvalues vanishes. -/
theorem force_constants_blocked {V : (n → ℝ) → ℝ} {g : Matrix n n ℝ}
    (hV : ContDiff ℝ 2 V) (hgo : g * gᵀ = 1) (hg : ∀ y, V (g *ᵥ y) = V y)
    {x : n → ℝ} (hx : g *ᵥ x = x) {μ ν : ℂ} (hμν : μ ≠ ν) {u v : n → ℂ}
    (hu : g.map Complex.ofRealHom *ᵥ u = μ • u)
    (hv : g.map Complex.ofRealHom *ᵥ v = ν • v) :
    star u ⬝ᵥ ((hessian V x).map Complex.ofRealHom *ᵥ v) = 0 := by
  have hG : (g.map Complex.ofRealHom)ᴴ * g.map Complex.ofRealHom = 1 := by
    have ht : (g.map Complex.ofRealHom)ᴴ = gᵀ.map Complex.ofRealHom := by
      ext i j
      simp [Matrix.conjTranspose_apply]
    rw [ht, ← Matrix.map_mul, mul_eq_one_comm.mp hgo]
    exact Matrix.map_one _ (map_zero _) (map_one _)
  -- g preserves the Hermitian product of u with any eigenvector b
  have key : ∀ (κ : ℂ) (b : n → ℂ), g.map Complex.ofRealHom *ᵥ b = κ • b →
      star μ * κ * (star u ⬝ᵥ b) = star u ⬝ᵥ b := by
    intro κ b hb
    have h : star (g.map Complex.ofRealHom *ᵥ u) ⬝ᵥ (g.map Complex.ofRealHom *ᵥ b)
        = star u ⬝ᵥ b := by
      rw [Matrix.star_mulVec, Matrix.dotProduct_mulVec, Matrix.vecMul_vecMul, hG,
        Matrix.vecMul_one]
    rw [hu, hb, star_smul, smul_dotProduct, dotProduct_smul, smul_eq_mul, smul_eq_mul,
      ← mul_assoc] at h
    exact h
  by_contra ha
  have hs : star u ⬝ᵥ u ≠ 0 := by
    intro h0
    apply ha
    rw [dotProduct_star_self_eq_zero.mp h0, star_zero, zero_dotProduct]
  have h1 : star μ * μ = 1 := mul_right_cancel₀ hs ((key μ u hu).trans (one_mul _).symm)
  have h2 : star μ * ν = 1 := mul_right_cancel₀ ha
    ((key ν _ (hessian_preserves_eigenspace hV hgo hg hx hv)).trans (one_mul _).symm)
  have h3 : star μ ≠ 0 := by
    intro h0
    rw [h0, zero_mul] at h1
    exact zero_ne_one h1
  exact hμν (mul_left_cancel₀ h3 (h1.trans h2.symm))

/-- Let a twice continuously differentiable potential be unchanged when each coordinate is
multiplied by its sign `s i = ±1`. At a configuration fixed by this operation, the force
constant coupling two coordinates of different sign vanishes. -/
theorem even_odd_decoupling {V : (n → ℝ) → ℝ} {s : n → ℝ} (hV : ContDiff ℝ 2 V)
    (hs : ∀ i, s i * s i = 1) (hinv : ∀ y : n → ℝ, V (fun i => s i * y i) = V y)
    {x : n → ℝ} (hx : ∀ i, s i * x i = x i) {i j : n} (hij : s i ≠ s j) :
    hessian V x i j = 0 := by
  have hd : ∀ y : n → ℝ, diagonal s *ᵥ y = fun i => s i * y i := fun y =>
    funext fun i => Matrix.mulVec_diagonal s y i
  have ho : diagonal s * (diagonal s)ᵀ = 1 := by
    rw [Matrix.diagonal_transpose, Matrix.diagonal_mul_diagonal]
    simp only [hs]
    exact Matrix.diagonal_one
  have hc := hessian_commutes hV ho (fun y => by rw [hd]; exact hinv y)
    ((hd x).trans (funext hx))
  -- compare the (i, j) entries of the two products
  have h := congrFun (congrFun hc i) j
  rw [Matrix.diagonal_mul, Matrix.mul_diagonal] at h
  have h0 : (s i - s j) * hessian V x i j = 0 := by linear_combination h
  exact (mul_eq_zero.mp h0).resolve_left (sub_ne_zero.mpr hij)

end

end InvariantPotentialHessian
```

```lean
#print axioms InvariantPotentialHessian.hessian_preserves_eigenspace
-- 'InvariantPotentialHessian.hessian_preserves_eigenspace' depends on axioms: [propext, Classical.choice, Quot.sound]
#print axioms InvariantPotentialHessian.force_constants_blocked
-- 'InvariantPotentialHessian.force_constants_blocked' depends on axioms: [propext, Classical.choice, Quot.sound]
#print axioms InvariantPotentialHessian.even_odd_decoupling
-- 'InvariantPotentialHessian.even_odd_decoupling' depends on axioms: [propext, Classical.choice, Quot.sound]
```

## Reading the Lean statements

A configuration is a function `n → ℝ` on a finite index type, and `g *ᵥ x` is the matrix acting on it. The entry `hessian V x i j` is the second derivative along axes `i` and `j`. The hypotheses `hV`, `hgo`, `hg` and `hx` state smoothness, orthogonality, invariance and $gx=x$. The name `action` denotes the linear map given by $g$, not the action integral of mechanics.

Rotations can have complex eigenvalues, so the eigenspace theorems convert $g$ and $H$ to complex matrices with `Complex.ofRealHom`. The expression `star u ⬝ᵥ ...` conjugates the first vector. Neither eigenvector has to be normalised for the coupling to vanish.

## From the chain rule to the blocks

`slope_invariant` is the first chain-rule step. `curvature_invariant` differentiates both sides of that law and uses uniqueness of the derivative. `dot_hessian_mulVec` expands vectors along the axes to pass from derivatives to matrices, and `hessian_covariant` then inserts $gg^T=1$ on both sides.

`hessian_commutes` sets $gx=x$, and `hessian_preserves_eigenspace` moves $g$ past $H$. In `force_constants_blocked`, `key` is the Hermitian-product relation, used once with $u$ and once with $Hv$. `even_odd_decoupling` compares entries for a diagonal matrix of signs, as in the two-coordinate case.

## Applying the result to a molecular surface

The theorems guarantee the zeros for an exactly invariant potential that is smooth on all of $\mathbb R^n$. A molecular energy surface is singular where nuclei coincide, so the theorems do not apply directly to the whole surface. If the surface is smooth near a geometry $x$ with $gx=x$, the same derivation works in a small ball around $x$, which $g$ maps into itself.

The invariance is assumed: for a clamped-nuclei surface, the permuted nuclei must have equal charges, and any external field must respect the operation. Harmonic frequencies come from the mass-weighted Hessian, which splits into the same blocks if the permuted nuclei also have equal masses. An integration grid that breaks the symmetry can leave small nonzero couplings in a computed Hessian.
